# Fixed point charges have the same inverse-power interaction coefficients with the full and the long-range Coulomb kernel

The multipole terms are represented here by limits: a coefficient at order $R^{-n}$ is the limit of $R^n(E(R)-P(R))$, where $E$ is the interaction energy and $P$ a chosen reference function, as two finite sets of fixed point charges are moved apart by a growing displacement $R$ along a fixed direction. The file proves that the energy with the full Coulomb kernel $1/r$ and the energy with the long-range kernel $\mathrm{erf}(mr)/r$, for any fixed $m>0$, have the same such limits, because the remaining short-range energy, with the kernel $\mathrm{erfc}(mr)/r$, decays faster than any inverse power of $R$.

```lean
import Mathlib

open Filter Topology MeasureTheory Set

namespace RangeSeparatedCoulomb

noncomputable section

/-- The Gaussian tail integral of `exp (-t^2)` from `x` to infinity. -/
def gaussTail (x : ℝ) : ℝ := ∫ t in Ioi x, Real.exp (-t ^ 2)

/-- The short-range Coulomb kernel `erfc (m r) / r` with range-separation parameter `m`. -/
def shortRange (m r : ℝ) : ℝ := 2 / √Real.pi * gaussTail (m * r) / r

/-- The long-range Coulomb kernel `erf (m r) / r` with range-separation parameter `m`. -/
def longRange (m r : ℝ) : ℝ :=
  2 / √Real.pi * (∫ t in (0 : ℝ)..(m * r), Real.exp (-t ^ 2)) / r

variable {E ι κ : Type*} [NormedAddCommGroup E] [NormedSpace ℝ E] [Fintype ι] [Fintype κ]

/-- Interaction energy, through the pair kernel `v`, of charges `q` at positions `a` with charges
`p` at positions `b`, the second set being displaced by `R • u`. -/
def energy (v : ℝ → ℝ) (q : ι → ℝ) (a : ι → E) (p : κ → ℝ) (b : κ → E) (u : E) (R : ℝ) : ℝ :=
  ∑ i, ∑ j, q i * p j * v ‖R • u + (b j - a i)‖

/-- The Gaussian `exp (-t^2)` is integrable on the real line. -/
lemma gauss_integrable : Integrable (fun t : ℝ => Real.exp (-t ^ 2)) := by
  simpa using integrable_exp_neg_mul_sq (b := 1) one_pos

/-- The Gaussian tail integral is nonnegative. -/
lemma gaussTail_nonneg (x : ℝ) : 0 ≤ gaussTail x :=
  setIntegral_nonneg measurableSet_Ioi (fun _ _ => (Real.exp_pos _).le)

/-- From `x = 1` onwards the Gaussian tail integral is at most `exp (-x)`. -/
theorem gaussTail_le {x : ℝ} (hx : 1 ≤ x) : gaussTail x ≤ Real.exp (-x) := by
  have hi : IntegrableOn (fun t : ℝ => Real.exp (-t)) (Ioi x) := by
    simpa using exp_neg_integrableOn_Ioi x (b := 1) one_pos
  rw [← integral_exp_neg_Ioi x]
  refine setIntegral_mono_on gauss_integrable.integrableOn hi measurableSet_Ioi ?_
  intro t ht
  have ht' : x < t := ht
  exact Real.exp_le_exp.mpr (by nlinarith)

/-- For `m > 0` the Gaussian tail beyond `m r` decays faster than any power of `r`. -/
theorem gaussTail_decay {m : ℝ} (hm : 0 < m) (n : ℕ) :
    Tendsto (fun r : ℝ => r ^ n * gaussTail (m * r)) atTop (𝓝 0) := by
  -- first in the scaled variable x = m r
  have h1 : Tendsto (fun x : ℝ => x ^ n * gaussTail x) atTop (𝓝 0) := by
    refine squeeze_zero' ?_ ?_ (Real.tendsto_pow_mul_exp_neg_atTop_nhds_zero n)
    · filter_upwards [eventually_ge_atTop (0 : ℝ)] with x hx
      exact mul_nonneg (pow_nonneg hx n) (gaussTail_nonneg x)
    · filter_upwards [eventually_ge_atTop (1 : ℝ)] with x hx
      exact mul_le_mul_of_nonneg_left (gaussTail_le hx) (pow_nonneg (by linarith) n)
  have h2 : Tendsto (fun r : ℝ => m * r) atTop atTop := tendsto_id.const_mul_atTop hm
  have h3 := (h1.comp h2).const_mul ((m ^ n)⁻¹)
  rw [mul_zero] at h3
  refine h3.congr fun r => ?_
  have hmn : m ^ n ≠ 0 := pow_ne_zero n hm.ne'
  simp only [Function.comp_apply, mul_pow]
  rw [← mul_assoc, ← mul_assoc, inv_mul_cancel₀ hmn, one_mul]

/-- The error function and its complement add up to one. -/
lemma erf_add_erfc (x : ℝ) :
    2 / √Real.pi * gaussTail x
      + 2 / √Real.pi * (∫ t in (0 : ℝ)..x, Real.exp (-t ^ 2)) = 1 := by
  have h := intervalIntegral.integral_interval_add_Ioi (a := (0 : ℝ)) (b := x)
    gauss_integrable.integrableOn gauss_integrable.integrableOn
  have hg : ∫ t in Ioi (0 : ℝ), Real.exp (-t ^ 2) = √Real.pi / 2 := by
    simpa using integral_gaussian_Ioi 1
  have hp : √Real.pi ≠ 0 := (Real.sqrt_pos.mpr Real.pi_pos).ne'
  rw [hg] at h
  rw [← mul_add, add_comm, gaussTail, h]
  field_simp

/-- At nonzero distance the short-range and long-range kernels add up to the Coulomb kernel:
their sum times `r` is one. -/
theorem coulomb_split (m : ℝ) {r : ℝ} (hr : r ≠ 0) :
    r * (shortRange m r + longRange m r) = 1 := by
  rw [shortRange, longRange, ← add_div, erf_add_erfc, mul_one_div_cancel hr]

/-- For `m > 0` the short-range Coulomb kernel decays faster than any power of the distance. -/
theorem shortRange_decay {m : ℝ} (hm : 0 < m) (n : ℕ) :
    Tendsto (fun r : ℝ => r ^ n * shortRange m r) atTop (𝓝 0) := by
  have h := (gaussTail_decay hm n).const_mul (2 / √Real.pi)
  rw [mul_zero] at h
  refine squeeze_zero' ?_ ?_ h
  · filter_upwards [eventually_ge_atTop (0 : ℝ)] with r hr
    have := gaussTail_nonneg (m * r)
    unfold shortRange
    positivity
  · filter_upwards [eventually_ge_atTop (1 : ℝ)] with r hr
    have h0 : 0 ≤ 2 / √Real.pi * gaussTail (m * r) :=
      mul_nonneg (by positivity) (gaussTail_nonneg _)
    calc r ^ n * shortRange m r ≤ r ^ n * (2 / √Real.pi * gaussTail (m * r)) :=
          mul_le_mul_of_nonneg_left (div_le_self h0 hr) (pow_nonneg (by linarith) n)
      _ = 2 / √Real.pi * (r ^ n * gaussTail (m * r)) := by ring

/-- The short-range interaction of two point charges with a fixed offset `w` decays faster than
any power of the displacement `R`. -/
lemma pair_decay {m : ℝ} (hm : 0 < m) (n : ℕ) {u : E} (hu : ‖u‖ = 1) (w : E) :
    Tendsto (fun R : ℝ => R ^ n * shortRange m ‖R • u + w‖) atTop (𝓝 0) := by
  -- the pair distance differs from R by at most the length of the offset
  have hd : ∀ R : ℝ, 0 ≤ R → R + -‖w‖ ≤ ‖R • u + w‖ := by
    intro R hR
    have h := norm_sub_le (R • u + w) w
    rw [add_sub_cancel_right, norm_smul, hu, mul_one, Real.norm_of_nonneg hR] at h
    linarith
  have h1 : Tendsto (fun R : ℝ => R + -‖w‖) atTop atTop :=
    tendsto_atTop_add_const_right atTop (-‖w‖) tendsto_id
  have h2 : Tendsto (fun R : ℝ => ‖R • u + w‖) atTop atTop :=
    tendsto_atTop_mono' atTop ((eventually_ge_atTop 0).mono hd) h1
  have h3 := ((shortRange_decay hm n).comp h2).const_mul ((2 : ℝ) ^ n)
  rw [mul_zero] at h3
  have hs : ∀ R : ℝ, 0 ≤ shortRange m ‖R • u + w‖ := fun R =>
    div_nonneg (mul_nonneg (by positivity) (gaussTail_nonneg _)) (norm_nonneg _)
  refine squeeze_zero' ?_ ?_ h3
  · filter_upwards [eventually_ge_atTop (0 : ℝ)] with R hR
    exact mul_nonneg (pow_nonneg hR n) (hs R)
  · filter_upwards [eventually_ge_atTop (0 : ℝ), eventually_ge_atTop (2 * ‖w‖)] with R hR hw
    have hle : R ≤ 2 * ‖R • u + w‖ := by linarith [hd R hR]
    have hp := mul_le_mul_of_nonneg_right (pow_le_pow_left₀ hR hle n) (hs R)
    rw [mul_pow, mul_assoc] at hp
    exact hp

/-- The short-range interaction energy of two finite sets of point charges decays faster than any
power of the displacement `R`. -/
theorem energy_shortRange_decay {m : ℝ} (hm : 0 < m) (n : ℕ) (q : ι → ℝ) (a : ι → E)
    (p : κ → ℝ) (b : κ → E) {u : E} (hu : ‖u‖ = 1) :
    Tendsto (fun R : ℝ => R ^ n * energy (shortRange m) q a p b u R) atTop (𝓝 0) := by
  have h := tendsto_finsetSum Finset.univ fun i (_ : i ∈ Finset.univ) =>
    tendsto_finsetSum Finset.univ fun j (_ : j ∈ Finset.univ) =>
      (pair_decay hm n hu (b j - a i)).const_mul (q i * p j)
  simp only [mul_zero, Finset.sum_const_zero] at h
  refine h.congr fun R => ?_
  simp only [energy, Finset.mul_sum]
  exact Finset.sum_congr rfl fun i _ => Finset.sum_congr rfl fun j _ => by ring

/-- After subtraction of any reference `P` (such as the lower multipole terms), the full Coulomb
energy has the coefficient `C` at order `R^(-n)` exactly when the long-range energy has it. -/
theorem multipole_coefficient_iff {m : ℝ} (hm : 0 < m) (n : ℕ) (q : ι → ℝ) (a : ι → E)
    (p : κ → ℝ) (b : κ → E) {u : E} (hu : ‖u‖ = 1) (P : ℝ → ℝ) (C : ℝ) :
    Tendsto (fun R : ℝ => R ^ n * (energy (fun r => 1 / r) q a p b u R - P R)) atTop (𝓝 C) ↔
      Tendsto (fun R : ℝ => R ^ n * (energy (longRange m) q a p b u R - P R)) atTop (𝓝 C) := by
  have hs := energy_shortRange_decay hm n q a p b hu
  -- the energy is additive in the kernel
  have hsplit : ∀ R : ℝ, energy (fun r => 1 / r) q a p b u R =
      energy (shortRange m) q a p b u R + energy (longRange m) q a p b u R := by
    intro R
    simp only [energy, ← Finset.sum_add_distrib]
    refine Finset.sum_congr rfl fun i _ => Finset.sum_congr rfl fun j _ => ?_
    rw [← mul_add, shortRange, longRange, ← add_div, erf_add_erfc]
  constructor
  · intro h
    have h' := h.sub hs
    rw [sub_zero] at h'
    exact h'.congr fun R => by rw [hsplit R]; ring
  · intro h
    have h' := h.add hs
    rw [add_zero] at h'
    exact h'.congr fun R => by rw [hsplit R]; ring

end

end RangeSeparatedCoulomb
```

```lean
#print axioms RangeSeparatedCoulomb.coulomb_split
#print axioms RangeSeparatedCoulomb.multipole_coefficient_iff
```

```
'RangeSeparatedCoulomb.coulomb_split' depends on axioms: [propext, Classical.choice, Quot.sound]
'RangeSeparatedCoulomb.multipole_coefficient_iff' depends on axioms: [propext, Classical.choice, Quot.sound]
```

## Equal limits, order by order

Write the Gaussian tail as

$$T(x)=\int_x^\infty e^{-t^2}\,dt ,$$

which is `gaussTail`. The theorem `gaussTail_decay` says that for every real $m>0$ and every natural number $n$, zero included,

$$r^n\,T(mr)\to 0\qquad (r\to\infty).$$

In Lean, `Tendsto ... atTop (𝓝 0)` expresses this limit: `atTop` stands for the argument growing without bound, and `𝓝 0` for the neighbourhoods of zero.

The theorem `multipole_coefficient_iff` carries this over to energies. Let $E_{\mathrm C}(R)$ be the interaction energy of the two sets of charges with the kernel $1/r$, and $E_{\mathrm{lr}}(R)$ the energy with the long-range kernel. For any function $P$ and any real number $C$,

$$R^n\,(E_{\mathrm C}(R)-P(R))\to C
\quad\Longleftrightarrow\quad
R^n\,(E_{\mathrm{lr}}(R)-P(R))\to C .$$

The function $P$ collects the terms already known. With $P=0$ and $n=1$, the limit is the coefficient $C_1$ of $1/R$. With $P(R)=C_1/R$ and $n=2$, it is the coefficient of $1/R^2$, and so on. At each order the two energies share the coefficient, and if one limit fails to exist, so does the other.

The smallest interesting case has one charge $q$ and one charge $p$, each at the origin of its own frame. Then $E_{\mathrm C}=qp/R$ and $E_{\mathrm{lr}}=qp\,\mathrm{erf}(mR)/R$. Both give $C_1=qp$. After subtraction of $qp/R$, the Coulomb energy leaves exactly zero and the long-range energy leaves $-qp\,\mathrm{erfc}(mR)/R$, which still tends to zero when multiplied by any power of $R$.

The theorem compares expansions and does not derive one. That the Coulomb energy has a multipole expansion, and what its coefficients are in terms of charges, dipoles and quadrupoles, has to come from elsewhere.

## Kernels, charges and the separation parameter

The Coulomb kernel is split into

$$v_{\mathrm{sr}}(r)=\frac{\mathrm{erfc}(mr)}{r}=\frac{2}{\sqrt\pi}\,\frac{T(mr)}{r},
\qquad
v_{\mathrm{lr}}(r)=\frac{\mathrm{erf}(mr)}{r}=\frac{2}{\sqrt\pi}\,\frac1r\int_0^{mr}e^{-t^2}\,dt .$$

These are `shortRange` and `longRange`. Both error functions are written out as integrals, so the normalisation $2/\sqrt\pi$ is visible in the definitions. The units are those in which two unit charges at distance $r$ have energy $1/r$.

The parameter $m$ is an inverse length, and $1/m$ sets the distance at which the interaction passes from one part to the other. The condition $m>0$ means that this distance is finite. At $m=0$ the short-range part would be the whole Coulomb kernel, and the decay would fail.

The first set has charges $q_i$ at positions $a_i$, the second has charges $p_j$ at positions $b_j$ in its own frame. The second frame is displaced by $Ru$, where $u$ is a unit vector (`hu : ‖u‖ = 1`). The function `energy` is therefore

$$E(R)=\sum_i\sum_j q_i\,p_j\,v\bigl(\lVert Ru+(b_j-a_i)\rVert\bigr)$$

for a kernel $v$. It contains only the interaction between the sets; the energy within each set is left out. The index types `ι` and `κ` are finite, and the charges may have either sign. The space `E` is any real normed space, of which ordinary three-dimensional space is the physical case.

If two charges happen to coincide at some finite $R$, Lean's convention for division by zero gives all three kernels the value zero there, which has no effect on the limits.

Each set stays rigid and does not respond to the other, so the theorem concerns classical electrostatics at first order in the interaction. It does not cover the correlation energy of range-separated RPA calculations, where the long-range kernel couples fluctuations of continuous electron densities. The dispersion coefficient $C_6$, for example, depends on how each molecule responds to a field, and a range-separated treatment can change that response.

## From the Gaussian tail to the energy

Take $x\ge 1$. Every $t>x$ satisfies $t^2\ge t$, hence $e^{-t^2}\le e^{-t}$, and integration gives

$$0\le T(x)\le\int_x^\infty e^{-t}\,dt=e^{-x}.$$

Since $x^n e^{-x}\to0$, also $x^nT(x)\to0$. Setting $x=mr$ and dividing by the constant $m^n$ yields

$$r^nT(mr)=\frac{1}{m^n}\,(mr)^n\,T(mr)\to0 .$$

For $r\ge1$, division by $r$ can only make a nonnegative quantity smaller, so

$$0\le r^n v_{\mathrm{sr}}(r)\le\frac{2}{\sqrt\pi}\,r^nT(mr)\to0 .$$

Now consider one pair of charges with offset $w=b_j-a_i$ and distance $d(R)=\lVert Ru+w\rVert$. The triangle inequality gives $d(R)\ge R-\lVert w\rVert$ for $R\ge0$, so $d(R)\to\infty$. Once $R\ge2\lVert w\rVert$, the right-hand side is at least $R/2$, hence $R\le2d(R)$ and

$$0\le R^n v_{\mathrm{sr}}(d(R))\le2^n\,d(R)^n\,v_{\mathrm{sr}}(d(R))\to0 .$$

Multiplying by $q_ip_j$ and adding finitely many such terms gives $R^nE_{\mathrm{sr}}(R)\to0$ for the short-range energy $E_{\mathrm{sr}}$.

The kernels add up to the Coulomb kernel because the full half-line integral is known:

$$T(x)+\int_0^x e^{-t^2}\,dt=\int_0^\infty e^{-t^2}\,dt=\frac{\sqrt\pi}{2}.$$

Multiplication by $2/\sqrt\pi$ gives $\mathrm{erfc}(x)+\mathrm{erf}(x)=1$, and division by $r$ at $x=mr$ gives $v_{\mathrm{sr}}+v_{\mathrm{lr}}=1/r$. The energy is linear in the kernel, so $E_{\mathrm C}=E_{\mathrm{sr}}+E_{\mathrm{lr}}$ and

$$R^n(E_{\mathrm C}-P)=R^nE_{\mathrm{sr}}+R^n(E_{\mathrm{lr}}-P).$$

The first term on the right tends to zero. The other two expressions therefore have the same limit, whenever either has one.

## How Lean carries the estimates

The lemma `gauss_integrable` supplies the integrability of the Gaussian, and `gaussTail_nonneg` the lower bound zero. In `gaussTail_le`, the comparison of integrals is `setIntegral_mono_on`, and `nlinarith` proves the inequality between the exponents, $-t^2\le-t$.

The limit in `gaussTail_decay` comes from `squeeze_zero'`, which traps a function between zero and another function that tends to zero. The bounds need to hold only from some point onwards, and `filter_upwards` brings in the conditions $x\ge0$ and $x\ge1$. Composition with $r\mapsto mr$ and multiplication by $(m^n)^{-1}$ then undo the scaling. The theorem `shortRange_decay` uses the same squeeze for the kernel.

In `erf_add_erfc`, the integral over the half-line is joined from its two parts by `intervalIntegral.integral_interval_add_Ioi`, and `integral_gaussian_Ioi` gives its value. The theorem `coulomb_split` states the result as $r\,(v_{\mathrm{sr}}+v_{\mathrm{lr}})=1$ for $r\ne0$.

The geometry is in `pair_decay`. Its intermediate statement `hd` is the triangle inequality, obtained from `norm_sub_le`, and `hle` is the bound $R\le2d(R)$. Raising this bound to the $n$th power and multiplying by the nonnegative kernel gives the estimate for the squeeze. In `energy_shortRange_decay`, `tendsto_finsetSum` is applied twice, once for each sum over charges.

The final theorem first proves the additivity of the energy as `hsplit`. For the forward direction it subtracts the vanishing short-range limit with `h.sub hs`; for the reverse direction it adds it with `h.add hs`. In both cases `ring` checks the rearrangement of the energies.

## Cutoffs and rounding in a program

In Ewald summation, the same splitting lets the $\mathrm{erfc}(mr)/r$ part be summed directly in real space up to a cutoff. At $mr=3$ the short-range kernel is about $2.2\times10^{-5}$ of the Coulomb kernel, so the cutoff is chosen together with $m$. The theorem gives the decay but no error bound for a periodic sum.

A program should evaluate the short-range kernel with a dedicated `erfc` routine. In double precision $\mathrm{erf}(6)$ already rounds to one, and the difference $1-\mathrm{erf}(6)$ returns zero where the true value is about $2\times10^{-17}$. For the long-range energy the same rounding is harmless: at such distances its kernel agrees with $1/r$ to machine precision.

## Continuous charge densities

The two sets of charges could also have been modelled as continuous densities, with the double sum replaced by a double integral. For bounded, integrable densities of bounded extent, the argument changes little, since all offsets $w$ are then bounded by one length and the pair estimate holds uniformly.

Molecular electron densities have tails that reach into each other at every $R$. Some pairs of charge elements are then always close together, and the bound $R\le2d(R)$ fails for them. A separate estimate of the overlapping tails would be needed, and the outcome would depend on how fast the densities themselves decay. Finite sets of point charges avoid this question, at the price of leaving out charge overlap.
